# For p even and q odd sites with p ≥ q, the staggered determinant is m^(p−q) det(m² + B†B)

A hybrid Monte Carlo program for staggered fermions can keep its pseudofermion field on the sites of one parity only. In doing so it replaces the determinant of the full lattice operator by that of an operator on the sites of that parity. The relative weights of the gauge configurations stay correct if the two determinants agree up to a nonzero factor that does not depend on the gauge field. On a lattice with equally many even and odd sites the determinants are equal. With more even than odd sites, the full determinant is that of the odd-site operator times a power of the quark mass, which is the same for every gauge field. The power is determined below for a finite lattice.

## The operator in even-odd block form

In the standard staggered action, hopping connects nearest neighbours, so on a lattice that splits into two parities it only takes even sites to odd sites and back. Let $p$ be the number of even sites and $q$ the number of odd sites. In the Lean code the two sets of sites are arbitrary finite types `e` and `o`, with $p$ = `Fintype.card e` and $q$ = `Fintype.card o`. If the quarks carry colour, an element of `e` or `o` stands for a site together with a colour index, and $p$ and $q$ count those pairs.

```lean
import Mathlib

open Matrix
open scoped ComplexOrder

namespace StaggeredEvenOdd

noncomputable section

variable {e o : Type*} [Fintype e] [DecidableEq e] [Fintype o] [DecidableEq o]
```

Let $B$ be the $p\times q$ complex matrix that carries a field on the odd sites to the even sites. It contains the gauge links, the staggered phases and whatever factor of $\tfrac12$ the chosen normalisation puts in front of the hopping term. At zero chemical potential the massless operator is anti-Hermitian, so the hopping in the other direction is $-B^\dagger$, and with mass $m$

$$
D=\begin{pmatrix} m & B\\ -B^\dagger & m\end{pmatrix}.
$$

In the definition, `Bᴴ` is the conjugate transpose and `m • 1` is the mass times an identity matrix, of size $p$ in the upper block and $q$ in the lower one. The index type `e ⊕ o` is the disjoint union of the even and odd sites.

```lean
/-- The staggered lattice operator with mass `m` and hopping matrix `B` from odd to even
sites, written in even-odd block form. -/
def staggered (m : ℂ) (B : Matrix e o ℂ) : Matrix (e ⊕ o) (e ⊕ o) ℂ :=
  fromBlocks (m • 1) B (-Bᴴ) (m • 1)
```

Nothing about the geometry of the lattice enters beyond this block form: $B$ may be any complex matrix. The form does require that hopping always changes parity. A periodic direction with an odd number of sites violates this, because the link that closes the circle joins two sites of equal parity.

Eliminating the even sites and multiplying the remaining odd-site equation by $m$ gives the operator

$$
M = m^2 + B^\dagger B ,
$$

a $q\times q$ matrix. It hops from an odd site to an even one and back again.

```lean
/-- The even-odd preconditioned operator `m² + B†B`, which acts on the odd sites only. -/
def oddOperator (m : ℂ) (B : Matrix e o ℂ) : Matrix o o ℂ :=
  m ^ 2 • 1 + Bᴴ * B
```

The mass is a complex number in both definitions, and $M$ contains $m^2$, not $|m|^2$. For the physical case of a real mass the two coincide.

## Removing one hopping block without dividing by the mass

The usual Schur complement would divide by the block $m$. Multiplying from the right by a triangular matrix that contains $m$ avoids the division:

$$
\begin{pmatrix} m & B\\ -B^\dagger & m\end{pmatrix}
\begin{pmatrix} 1 & -B\\ 0 & m\end{pmatrix}
=\begin{pmatrix} m & -mB+Bm\\ -B^\dagger & B^\dagger B+m^2\end{pmatrix}
=\begin{pmatrix} m & 0\\ -B^\dagger & M\end{pmatrix}.
$$

The upper right block vanishes because $m$ is a number and commutes with $B$. In the lower right block the two minus signs of $(-B^\dagger)(-B)$ combine to a plus. In the proof, `h1` is the cancellation in the upper right block and `h2` is the evaluation of the lower right one. The last two lines multiply the block matrices and insert these results.

```lean
/-- A block triangular factor removes the hopping from odd to even sites and leaves the
preconditioned operator in the odd block. -/
theorem staggered_mul_triangular (m : ℂ) (B : Matrix e o ℂ) :
    staggered m B * fromBlocks 1 (-B) 0 (m • 1)
      = fromBlocks (m • 1) 0 (-Bᴴ) (oddOperator m B) := by
  -- the two hopping terms in the upper right block cancel
  have h1 : (m • (1 : Matrix e e ℂ)) * (-B) + B * (m • (1 : Matrix o o ℂ)) = 0 := by
    simp [Matrix.smul_mul, Matrix.mul_smul]
  -- the lower right block is the preconditioned operator
  have h2 : -Bᴴ * -B + (m • (1 : Matrix o o ℂ)) * (m • (1 : Matrix o o ℂ))
      = m ^ 2 • (1 : Matrix o o ℂ) + Bᴴ * B := by
    rw [Matrix.neg_mul, Matrix.mul_neg, neg_neg, Matrix.smul_mul, Matrix.one_mul,
      smul_smul, ← pow_two, add_comm]
  rw [staggered, oddOperator, fromBlocks_multiply, h1, h2]
  simp
```

Now take determinants. A block triangular matrix has the product of the determinants of its diagonal blocks, so the triangular factor contributes $1\cdot m^q$ and the right-hand side gives $m^p\det M$:

$$
\det D\; m^q = m^p \det M .
$$

This holds for all $p$, $q$ and $m$, including $m=0$, where it may say only that $0=0$. The proof applies `Matrix.det` to both sides of the matrix identity and uses the two triangular determinant rules, one for a zero block at the lower left and one for a zero block at the upper right.

```lean
/-- For any numbers of even and odd sites and any mass, the staggered determinant times
`m^(odd sites)` equals `m^(even sites)` times the determinant of the odd-site operator. -/
theorem det_staggered_mul_pow (m : ℂ) (B : Matrix e o ℂ) :
    (staggered m B).det * m ^ Fintype.card o
      = m ^ Fintype.card e * (oddOperator m B).det := by
  have h := congrArg Matrix.det (staggered_mul_triangular m B)
  rw [det_mul, det_fromBlocks_zero₂₁, det_fromBlocks_zero₁₂] at h
  simpa only [det_one, det_smul, one_mul, mul_one] using h
```

## Cancelling the power of the mass

Suppose $q\le p$. For $m\neq0$ the factor $m^q$ can be cancelled, which leaves

$$
\det D = m^{p-q}\det(m^2+B^\dagger B).
$$

At $m=0$ cancellation is not allowed. However, both sides are polynomials in $m$ and therefore continuous, and two continuous functions that agree at every $m\neq0$ also agree at $m=0$. The formula thus holds for every complex mass.

The prefactor is lost if one treats the blocks as numbers and writes $\det D=\det(m\cdot m+B^\dagger B)$. Counting powers of $m$ exposes the error: $\det D$ has degree $p+q$ in $m$, while $\det M$ has degree $2q$. With two even sites and one odd site, for example, $\det D=m\,(m^2+|b_1|^2+|b_2|^2)$, where $b_1$ and $b_2$ are the entries of $B$.

The formal statement has a related trap. The exponent is a difference of natural numbers, which Lean sets to zero when $q>p$. Without the hypothesis `h`, the formula would then read $\det D=\det M$, and this already fails for no even sites and one odd site, where $\det D=m$ and $\det M=m^2$.

In the proof, `hc` states that the two sides are equal as functions of the mass. `Continuous.ext_on` reduces this to three goals: continuity of the left side, continuity of the right side, and equality away from zero. The third goal is the cancellation just described, with `Nat.sub_add_cancel h` supplying $(p-q)+q=p$.

```lean
/-- Even-odd preconditioning of the determinant: with at least as many even as odd sites,
`det D = m^(p-q) det(m² + B†B)` for every complex mass, zero included. -/
theorem det_staggered (B : Matrix e o ℂ) (h : Fintype.card o ≤ Fintype.card e) (m : ℂ) :
    (staggered m B).det
      = m ^ (Fintype.card e - Fintype.card o) * (oddOperator m B).det := by
  have hc : (fun m : ℂ => (staggered m B).det)
      = fun m : ℂ => m ^ (Fintype.card e - Fintype.card o) * (oddOperator m B).det := by
    -- both sides are continuous in the mass, so it is enough to compare them at `m ≠ 0`
    refine Continuous.ext_on (dense_compl_singleton (0 : ℂ)) ?_ ?_ ?_
    · unfold staggered
      exact Continuous.matrix_det (Continuous.matrix_fromBlocks
        (continuous_id.smul continuous_const) continuous_const continuous_const
        (continuous_id.smul continuous_const))
    · unfold oddOperator
      exact (continuous_pow _).mul (Continuous.matrix_det
        (((continuous_pow 2).smul continuous_const).add continuous_const))
    · intro m hm
      have hm0 : m ≠ 0 := hm
      apply mul_right_cancel₀ (pow_ne_zero (Fintype.card o) hm0)
      change (staggered m B).det * m ^ Fintype.card o
        = m ^ (Fintype.card e - Fintype.card o) * (oddOperator m B).det * m ^ Fintype.card o
      rw [det_staggered_mul_pow, mul_right_comm, ← pow_add, Nat.sub_add_cancel h]
  exact congrFun hc m
```

## Equal and unequal numbers of sites

A periodic lattice with an even number of sites in every direction has $p=q$. The prefactor is then $m^0=1$, and

$$
\det D=\det(m^2+B^\dagger B).
$$

On such a lattice a pseudofermion field on one parity can therefore represent the full determinant without a correction factor. For $p>q$ and a fixed nonzero mass the extra factor $m^{p-q}$ is the same for every gauge field and drops out of the relative weights.

```lean
/-- On a lattice with equally many even and odd sites the staggered determinant equals
the determinant of the odd-site operator. -/
theorem det_staggered_balanced (B : Matrix e o ℂ)
    (h : Fintype.card o = Fintype.card e) (m : ℂ) :
    (staggered m B).det = (oddOperator m B).det := by
  rw [det_staggered B h.le, h, Nat.sub_self, pow_zero, one_mul]
```

If $p>q$, the prefactor is a positive power of $m$ and vanishes at $m=0$. The massless operator is then singular for every gauge field. The reason is visible in the blocks: $B^\dagger$ maps $p$ components to $q<p$ components, so it annihilates some nonzero field on the even sites, and that field is a zero mode of $D$. An open box with an odd number of sites, its corners labelled even, is a lattice of this kind.

```lean
/-- With more even than odd sites the massless staggered determinant vanishes. -/
theorem det_staggered_massless (B : Matrix e o ℂ)
    (h : Fintype.card o < Fintype.card e) : (staggered 0 B).det = 0 := by
  rw [det_staggered B h.le, zero_pow (Nat.sub_ne_zero_of_lt h), zero_mul]
```

## A positive weight for real mass

A determinant can serve as a probability weight only if it is real and not negative. For real $m\neq0$ and any nonzero field $v$ on the odd sites,

$$
v^\dagger M v = m^2\,\|v\|^2+\|Bv\|^2>0 ,
$$

so $M$ is positive definite and its determinant, the product of its eigenvalues, is positive. The proof follows the same split: `h1` says that the mass term is positive definite, and adding the positive semidefinite matrix $B^\dagger B$ preserves this. The inequality `0 < ...` is between complex numbers, and in the order used here it means that the imaginary part is zero and the real part is positive.

```lean
omit [DecidableEq e] in
/-- For a real nonzero mass the determinant of the odd-site operator is real and positive. -/
theorem det_oddOperator_pos (B : Matrix e o ℂ) {m : ℝ} (hm : m ≠ 0) :
    0 < (oddOperator (m : ℂ) B).det := by
  have hr : 0 < m ^ 2 := by positivity
  have hpos : (0 : ℂ) < (m : ℂ) ^ 2 := by exact_mod_cast hr
  -- the mass term is positive definite and the hopping term positive semidefinite
  have h1 : ((m : ℂ) ^ 2 • (1 : Matrix o o ℂ)).PosDef := Matrix.PosDef.one.smul hpos
  exact (h1.add_posSemidef (posSemidef_conjTranspose_mul_self B)).det_pos
```

For the full operator, the identity before cancellation gives, for $m>0$,

$$
\det D = m^p\,\det M\; m^{-q},
$$

a product of three positive factors. No comparison of $p$ with $q$ is needed, because a negative net power of a positive mass is still positive. The sign of the mass does matter here: for $m<0$ the same expression has the sign $(-1)^{p+q}$. In the code, `h` is the displayed formula, with $m^{-1}$ written as a real inverse so that its positivity is immediate.

```lean
/-- For a positive real mass the staggered determinant is real and positive, whatever the
numbers of even and odd sites. -/
theorem det_staggered_pos (B : Matrix e o ℂ) {m : ℝ} (hm : 0 < m) :
    0 < (staggered (m : ℂ) B).det := by
  have hmc : (0 : ℂ) < (m : ℂ) := by exact_mod_cast hm
  have hi : (0 : ℂ) < ((m⁻¹ : ℝ) : ℂ) := by exact_mod_cast inv_pos.mpr hm
  have hone : (m : ℂ) * ((m⁻¹ : ℝ) : ℂ) = 1 := by
    rw [← Complex.ofReal_mul, mul_inv_cancel₀ hm.ne', Complex.ofReal_one]
  have h : (staggered (m : ℂ) B).det
      = (m : ℂ) ^ Fintype.card e * (oddOperator (m : ℂ) B).det
        * ((m⁻¹ : ℝ) : ℂ) ^ Fintype.card o := by
    rw [← det_staggered_mul_pow, mul_assoc, ← mul_pow, hone, one_pow, mul_one]
  rw [h]
  exact mul_pos (mul_pos (pow_pos hmc _) (det_oddOperator_pos B hm.ne')) (pow_pos hi _)
```

## Solving on the odd sites and filling in the even ones

The same elimination acts on linear systems. Write a lattice field as an even part $x$ and an odd part $y$, which is `Sum.elim x y` in Lean. Then

$$
D\begin{pmatrix}x\\y\end{pmatrix}=\begin{pmatrix} mx+By\\ my-B^\dagger x\end{pmatrix}.
$$

The proof checks the even and the odd components separately.

```lean
/-- The action of the staggered operator on a field with even part `x` and odd part `y`. -/
theorem staggered_mulVec (m : ℂ) (B : Matrix e o ℂ) (x : e → ℂ) (y : o → ℂ) :
    staggered m B *ᵥ Sum.elim x y
      = Sum.elim (m • x + B *ᵥ y) (m • y - Bᴴ *ᵥ x) := by
  ext i
  rcases i with i | i
  · simp [staggered, fromBlocks_mulVec, smul_mulVec]
  · simp [staggered, fromBlocks_mulVec, smul_mulVec, neg_mulVec, neg_add_eq_sub]
```

Let the source have even part $b$ and odd part $c$. The system is

$$
mx+By=b,\qquad my-B^\dagger x=c .
$$

Multiply the second equation by $m$ and insert $mx=b-By$ from the first:

$$
m^2y-B^\dagger(b-By)=mc
\quad\Longrightarrow\quad
(m^2+B^\dagger B)\,y=mc+B^\dagger b .
$$

Conversely, suppose that this odd-site equation and $mx=b-By$ both hold. The second one gives $mx+By=b$ at once. Applying $B^\dagger$ to it gives $m\,B^\dagger x=B^\dagger b-B^\dagger By$, and subtracting this from the odd-site equation leaves

$$
m\,(my-B^\dagger x)=mc .
$$

Since $m\neq0$, one factor of $m$ cancels and the original odd equation returns. This is the only place where the equivalence uses the condition on the mass.

In the proof, `ho` expands $My$. The first direction reads off the two components as `h1` and `h2` and substitutes them. In the second direction, `h3` is the equation multiplied by $B^\dagger$, and `linear_combination` performs the subtraction. The even part is stated as `m • x = b - B *ᵥ y`, without a division.

```lean
/-- Even-odd preconditioning of the linear system: for nonzero mass, solving the staggered
equation is equivalent to solving an equation on the odd sites and reconstructing the
even part from its solution. -/
theorem staggered_solve_iff {m : ℂ} (hm : m ≠ 0) (B : Matrix e o ℂ)
    (x b : e → ℂ) (y c : o → ℂ) :
    staggered m B *ᵥ Sum.elim x y = Sum.elim b c ↔
      oddOperator m B *ᵥ y = m • c + Bᴴ *ᵥ b ∧ m • x = b - B *ᵥ y := by
  have ho : oddOperator m B *ᵥ y = m ^ 2 • y + Bᴴ *ᵥ (B *ᵥ y) := by
    simp [oddOperator, add_mulVec, smul_mulVec]
  rw [staggered_mulVec, ho]
  constructor
  · intro h
    have h1 : m • x + B *ᵥ y = b := funext fun i => congrFun h (Sum.inl i)
    have h2 : m • y - Bᴴ *ᵥ x = c := funext fun i => congrFun h (Sum.inr i)
    refine ⟨?_, eq_sub_of_add_eq h1⟩
    rw [← h1, ← h2, mulVec_add, mulVec_smul]
    module
  · rintro ⟨h1, h2⟩
    have hx : m • x + B *ᵥ y = b := by rw [h2, sub_add_cancel]
    have h3 : m • (Bᴴ *ᵥ x) = Bᴴ *ᵥ b - Bᴴ *ᵥ (B *ᵥ y) := by
      rw [← mulVec_smul, h2, mulVec_sub]
    -- the odd equation is recovered after cancelling one factor of the mass
    have hy : m • y - Bᴴ *ᵥ x = c := by
      apply smul_right_injective (o → ℂ) hm
      change m • (m • y - Bᴴ *ᵥ x) = m • c
      linear_combination (norm := module) h1 - h3
    rw [hx, hy]

end

end StaggeredEvenOdd
```

The theorem is an equivalence between two systems and does not by itself say that a solution exists. For real nonzero $m$ existence and uniqueness follow from the positive determinant of $M$. For an imaginary mass $M$ can be singular.

In a propagator calculation with real nonzero mass, a program can form the odd source $mc+B^\dagger b$, run conjugate gradient on $M$, which is Hermitian and positive definite, and then set $x=(b-By)/m$ with one more application of the hopping matrix. Each iteration applies $B$ and then $B^\dagger$, and the solver's vectors live on the odd sites only.

The pseudofermion field mentioned at the start uses the same ingredients, together with a Gaussian integral that the theorems do not treat. For real nonzero mass its action is $\phi^\dagger M^{-1}\phi$ with $\phi$ on the odd sites, and integrating over $\phi$ gives a constant times $\det M$. To draw $\phi$ from this distribution, the program generates complex Gaussian noise $\eta_e$ and $\eta_o$ of unit variance on the even and odd sites and sets $\phi=m\,\eta_o+B^\dagger\eta_e$, whose covariance is $m^2+B^\dagger B$.

```lean
#print axioms StaggeredEvenOdd.det_staggered_balanced
#print axioms StaggeredEvenOdd.det_staggered_massless
#print axioms StaggeredEvenOdd.det_staggered_pos
#print axioms StaggeredEvenOdd.staggered_solve_iff
```

```
'StaggeredEvenOdd.det_staggered_balanced' depends on axioms: [propext, Classical.choice, Quot.sound]
'StaggeredEvenOdd.det_staggered_massless' depends on axioms: [propext, Classical.choice, Quot.sound]
'StaggeredEvenOdd.det_staggered_pos' depends on axioms: [propext, Classical.choice, Quot.sound]
'StaggeredEvenOdd.staggered_solve_iff' depends on axioms: [propext, Classical.choice, Quot.sound]
```
